# The magnetic bracket of polynomial observables in position and velocity is antisymmetric

For real polynomials f and g in the three position and three velocity coordinates of a classical particle of unit mass and unit charge, `bracket_skew` states that {f, g} = −{g, f}. The bracket is a derivation in each argument, fixed by {x_i, x_j} = 0, {x_i, v_j} = δ_ij = −{v_j, x_i} and {v_i, v_j} = Σ_k ε_ijk B_k. The components of the field B are arbitrary real polynomials in position, with no condition on its divergence. The attempt checks antisymmetry on pairs of coordinates, extends it by induction to a coordinate and a polynomial, and then by a second induction to two polynomials.

As first written in Lean, the proof fails:

```lean
import Mathlib

open MvPolynomial

namespace MagneticPoissonBracket

noncomputable section

/-- Polynomial observables in position (left) and velocity (right) coordinates. -/
abbrev Phase := MvPolynomial (Fin 3 ⊕ Fin 3) ℝ

/-- A function of position regarded as an observable on phase space. -/
abbrev onX : MvPolynomial (Fin 3) ℝ →ₐ[ℝ] Phase := rename Sum.inl

/-- The Levi-Civita symbol, with indices counted modulo three. -/
def eps (i j k : Fin 3) : ℤ :=
  if j = i + 1 ∧ k = i + 2 then 1 else if j = i + 2 ∧ k = i + 1 then -1 else 0

/-- The brackets of the coordinates: positions commute, position and velocity are conjugate, and the
bracket of velocities i and j is the sum over k of eps i j k times B k. -/
def coordBracket (B : Fin 3 → MvPolynomial (Fin 3) ℝ) : Fin 3 ⊕ Fin 3 → Fin 3 ⊕ Fin 3 → Phase
  | .inl _, .inl _ => 0
  | .inl i, .inr j => C (if i = j then 1 else 0)
  | .inr i, .inl j => -C (if j = i then 1 else 0)
  | .inr i, .inr j => ∑ k, C (eps i j k : ℝ) * onX (B k)

/-- The magnetic bracket: the biderivation with the prescribed coordinate brackets. -/
def bracket (B : Fin 3 → MvPolynomial (Fin 3) ℝ) : Derivation ℝ Phase (Derivation ℝ Phase Phase) :=
  mkDerivation ℝ fun a => mkDerivation ℝ fun b => coordBracket B a b

variable (B : Fin 3 → MvPolynomial (Fin 3) ℝ)

/-- The magnetic bracket takes the prescribed values on the coordinates. -/
theorem bracket_coord (a b : Fin 3 ⊕ Fin 3) : bracket B (X a) (X b) = coordBracket B a b := by
  simp only [bracket, mkDerivation_X]

/-- The magnetic bracket is antisymmetric. -/
theorem bracket_skew (f g : Phase) : bracket B f g = -bracket B g f := by
  have hε : ∀ i j k, eps i j k = -eps j i k := by decide
  -- antisymmetry on two coordinates
  have hXX : ∀ a b, bracket B (X a) (X b) = -bracket B (X b) (X a) := by
    intro a b
    rw [bracket_coord, bracket_coord]
    rcases a with i | i <;> rcases b with j | j
    · simp [coordBracket]
    · simp [coordBracket]
    · simp [coordBracket]
    · simp only [coordBracket]
      rw [← Finset.sum_neg_distrib]
      refine Finset.sum_congr rfl fun k _ => ?_
      rw [hε i j k, Int.cast_neg, C_neg, neg_mul]
  -- one coordinate and one polynomial
  have hX : ∀ a g, bracket B (X a) g = -bracket B g (X a) := by
    intro a g
    refine MvPolynomial.induction_on g ?_ ?_ ?_
    · intro r
      simp [derivation_C]
    · intro p q hp hq
      simp only [map_add, Derivation.add_apply]
      linear_combination hp + hq
    · intro p b hp
      simp only [Derivation.leibniz, Derivation.add_apply, Derivation.smul_apply, smul_eq_mul]
      linear_combination p * hXX a b + X b * hp
  refine MvPolynomial.induction_on f ?_ ?_ ?_
  · intro r
    simp [derivation_C]
  · intro p q hp hq
    simp only [map_add, Derivation.add_apply]
    linear_combination hp + hq
  · intro p a hp
    simp only [Derivation.leibniz, Derivation.add_apply, Derivation.smul_apply, smul_eq_mul]
    linear_combination p * hX a g + X a * hp

end

end MagneticPoissonBracket
```

Compiling this gives:

```
Main.lean:55:4: error: Type mismatch
  induction_on g ?m.157 ?m.158 ?m.159
has type
  ?m.156 g
but is expected to have type
  ((bracket B) (X a)) g = -((bracket B) g) (X a)
Main.lean:64:2: error: Type mismatch
  induction_on f ?m.164 ?m.165 ?m.166
has type
  ?m.163 f
but is expected to have type
  ((bracket B) f) g = -((bracket B) g) f
```

What went wrong. Both messages report the same failure, once for the induction on `g` and once for that on `f`. The conclusion of `MvPolynomial.induction_on` is a motive, the predicate to be proved by induction, applied to the polynomial. In the `refine` calls this motive is left for Lean to infer, and it is still unknown in the messages, as `?m.156` and `?m.163`. Lean had to find a predicate whose value at `g` or `f` is the stated equation; its unifier did not, hence the type mismatch.

The repair calls the same principle through `induction' ... using`, which builds the motive from the goal by abstracting the named variable, so the motive is no longer left to unification. The names after `with` introduce the coefficients, polynomials, indices and induction hypotheses of each case, so the `intro` lines have to go. The `simp` and `linear_combination` steps are unchanged.

Fix (accepted with no message):

```diff
@@ -53,21 +53,15 @@
   have hX : ∀ a g, bracket B (X a) g = -bracket B g (X a) := by
     intro a g
-    refine MvPolynomial.induction_on g ?_ ?_ ?_
-    · intro r
-      simp [derivation_C]
-    · intro p q hp hq
-      simp only [map_add, Derivation.add_apply]
+    induction' g using MvPolynomial.induction_on with r p q hp hq p b hp
+    · simp [derivation_C]
+    · simp only [map_add, Derivation.add_apply]
       linear_combination hp + hq
-    · intro p b hp
-      simp only [Derivation.leibniz, Derivation.add_apply, Derivation.smul_apply, smul_eq_mul]
+    · simp only [Derivation.leibniz, Derivation.add_apply, Derivation.smul_apply, smul_eq_mul]
       linear_combination p * hXX a b + X b * hp
-  refine MvPolynomial.induction_on f ?_ ?_ ?_
-  · intro r
-    simp [derivation_C]
-  · intro p q hp hq
-    simp only [map_add, Derivation.add_apply]
+  induction' f using MvPolynomial.induction_on with r p q hp hq p a hp
+  · simp [derivation_C]
+  · simp only [map_add, Derivation.add_apply]
     linear_combination hp + hq
-  · intro p a hp
-    simp only [Derivation.leibniz, Derivation.add_apply, Derivation.smul_apply, smul_eq_mul]
+  · simp only [Derivation.leibniz, Derivation.add_apply, Derivation.smul_apply, smul_eq_mul]
     linear_combination p * hX a g + X a * hp
 
```
